# Started to the right of a quadratic's double root, the secant method converges linearly at the inverse golden ratio

To see how a secant search slows down when two roots have merged, these notes take the function to be exactly quadratic, $f(x)=c(x-r)^2$, and leave the secant method itself unaltered. Here $r$ is the double root and $c\neq 0$ is the curvature factor. The behaviour of the errors is then derived from the update formula.

## Where roots merge

Energy levels can be found as roots of the secular determinant $D(E)=\det(H-E\,\mathbb 1)$. At a twofold degenerate level $E_0$ this function touches zero without changing sign. For a Hermitian $2\times2$ matrix $H$ it is exactly $D(E)=(E-E_0)^2$, which is the model with $c=1$ and $r=E_0$. For a larger matrix the other levels contribute a factor that varies with $E$.

The same question arises in self-consistent calculations. With a single unknown, Anderson mixing that remembers one previous step is the secant method applied to the residual, so the result describes such a one-parameter problem when its residual is exactly quadratic with a double root and the first two iterates are distinct and lie to the right of that root.

Close to a simple root of a smooth function, the secant method converges faster than linearly. At the double root treated here, each step eventually multiplies the error by about $0.618$, so one more decimal digit costs about 4.8 steps.

## The statement and its Lean form

Let $x_0=a$ and $x_1=b$ be distinct real numbers, both larger than $r$, and let

$$x_{n+2}=x_{n+1}-\frac{f(x_{n+1})\,(x_{n+1}-x_n)}{f(x_{n+1})-f(x_n)} .$$

Write $e_n=x_n-r$ for the error, $\varphi=(1+\sqrt5)/2$ for the golden ratio and $g=1/\varphi$ for its inverse. Then $x_n\to r$ and $e_{n+1}/e_n\to g$. Since this limit lies strictly between 0 and 1, the convergence is linear and no better. For $f(x)=x^2$, $a=1$, $b=1/2$, the iterates are $x_n=1/F_{n+2}$, where $F_0=0$, $F_1=1$ are the first Fibonacci numbers: $1,\ 1/2,\ 1/3,\ 1/5,\ 1/8,\dots$

In Lean, `secantStep f x y` is the update for an arbitrary real function, with `x` the older point and `y` the newer one. `secantIter f a b n` is $x_n$. Despite its name, `doubleRoot c r` is the quadratic function and not the root, which is `r`. `Nat.fib` uses the indexing above, and `Real.goldenRatio⁻¹` is $g$. `Tendsto … atTop (𝓝 …)` says that a sequence has the given limit as $n\to\infty$.

The hypotheses are `hc : c ≠ 0`, `ha : r < a`, `hb : r < b` and `hab : a ≠ b`. The sign of $c$ is free, and $b$ may lie farther from the root than $a$, in which case the first error ratio exceeds 1. Starting points on the left of the root or on both sides of it are not treated. Two points placed symmetrically about $r$ have equal function values, so their secant line is horizontal and gives no next point.

The step from this model to a general function with a double root is the replacement of that function by its leading quadratic term, and no hypothesis here controls the remainder.

## Reciprocal errors add

Let $p$ and $q$ be two successive errors, positive and distinct. The secant denominator is

$$c\,(q^2-p^2)=c\,(q-p)(q+p)\neq0 .$$

The difference of the two points is also $q-p$, so the next error $s$ is

$$s=q-\frac{c\,q^2(q-p)}{c\,(q-p)(q+p)}=q-\frac{q^2}{p+q}=\frac{pq}{p+q},
\qquad \frac1s=\frac1p+\frac1q .$$

The factor $c$ has cancelled. The new error is positive, and $1/s>1/q$ shows that it differs from $q$. The next step is therefore well defined too, and by induction so are all later ones. Hence

$$\frac1{e_{n+2}}=\frac1{e_n}+\frac1{e_{n+1}},
\qquad \frac1{e_{n+1}}=\frac{F_n}{e_0}+\frac{F_{n+1}}{e_1}.$$

The second formula holds for $n=0$ and $n=1$ by inspection, and it continues because both sides obey the Fibonacci recurrence. With $r=0$, $e_0=1$ and $e_1=1/2$ it reads

$$\frac1{x_{n+1}}=F_n+2F_{n+1}=F_{n+3},$$

and $x_0=1=1/F_2$ supplies the remaining case.

## The error ratio settles at $g$

Let $\rho_n=e_{n+1}/e_n>0$. Dividing $s=pq/(p+q)$ by $q$ gives

$$\rho_{n+1}=\frac{1}{1+\rho_n}.$$

From $\varphi^2=\varphi+1$ follows $g^2+g=1$, so $g=1/(1+g)$ is the positive fixed point of this map. Subtraction gives

$$\rho_{n+1}-g=\frac{g-\rho_n}{(1+\rho_n)(1+g)}=-g\,\rho_{n+1}\,(\rho_n-g).$$

Since $\rho_{n+1}<1$, the distance from $g$ shrinks at least by the factor $g$ in each step:

$$|\rho_n-g|\le g^n\,|\rho_0-g| .$$

As $g<1$, the ratio tends to $g$. By the ratio test the sum of the positive errors converges, so $e_n\to0$ and $x_n\to r$.

The same identity gives a sharper neighbouring result. Its contraction factor is $g\,\rho_{n+1}$, which tends to $g^2\approx0.382$. If $\rho_0\neq g$, the ratio therefore approaches $g$ from alternating sides, and its distance shrinks by a factor that tends to $g^2$. The file proves only the simpler bound with $g$.

## The complete Lean file

```lean
import Mathlib

open Filter Topology

namespace SecantDoubleRoot

noncomputable section

/-- The secant update from the two latest points `x`, `y`; its domain is `f x ≠ f y`. -/
def secantStep (f : ℝ → ℝ) (x y : ℝ) : ℝ :=
  y - f y * (y - x) / (f y - f x)

/-- The secant iterates of `f` with starting points `a` and `b`, meaningful as long as
successive values of `f` differ. -/
def secantIter (f : ℝ → ℝ) (a b : ℝ) : ℕ → ℝ
  | 0 => a
  | 1 => b
  | n + 2 => secantStep f (secantIter f a b n) (secantIter f a b (n + 1))

/-- The quadratic `c (x - r)²`. -/
def doubleRoot (c r x : ℝ) : ℝ := c * (x - r) ^ 2

variable {c r a b : ℝ}

/-- For `c ≠ 0` and two distinct points to the right of the double root, one secant step
adds the reciprocal errors. -/
theorem secantStep_doubleRoot {p q : ℝ} (hc : c ≠ 0) (hp : r < p) (hq : r < q)
    (hpq : p ≠ q) :
    1 / (secantStep (doubleRoot c r) p q - r) = 1 / (p - r) + 1 / (q - r) := by
  have hp' : 0 < p - r := sub_pos.mpr hp
  have hq' : 0 < q - r := sub_pos.mpr hq
  have hS : (p - r) + (q - r) ≠ 0 := (add_pos hp' hq').ne'
  -- the secant denominator factorises and is nonzero
  have hfac : c * (q - r) ^ 2 - c * (p - r) ^ 2
      = c * (q - p) * ((p - r) + (q - r)) := by ring
  have hD : c * (q - r) ^ 2 - c * (p - r) ^ 2 ≠ 0 := by
    rw [hfac]
    exact mul_ne_zero (mul_ne_zero hc (sub_ne_zero.mpr hpq.symm)) hS
  have key : c * (q - r) ^ 2 * (q - p) / (c * (q - r) ^ 2 - c * (p - r) ^ 2)
      = (q - r) ^ 2 / ((p - r) + (q - r)) := by
    rw [div_eq_div_iff hD hS]
    ring
  have hs : secantStep (doubleRoot c r) p q - r
      = (p - r) * (q - r) / ((p - r) + (q - r)) := by
    unfold secantStep doubleRoot
    rw [key, eq_div_iff hS]
    have h := div_mul_cancel₀ ((q - r) ^ 2) hS
    linear_combination -h
  rw [hs, one_div_div, div_add_div _ _ hp'.ne' hq'.ne']
  congr 1
  ring

/-- For `c ≠ 0` and distinct starting points to the right of the double root, all iterates
stay to the right of it and successive iterates are distinct. -/
theorem secantIter_admissible (hc : c ≠ 0) (ha : r < a) (hb : r < b) (hab : a ≠ b) (n : ℕ) :
    r < secantIter (doubleRoot c r) a b n ∧ r < secantIter (doubleRoot c r) a b (n + 1) ∧
      secantIter (doubleRoot c r) a b n ≠ secantIter (doubleRoot c r) a b (n + 1) := by
  induction n with
  | zero => exact ⟨ha, hb, hab⟩
  | succ n ih =>
    obtain ⟨h0, h1, hne⟩ := ih
    have h : 1 / (secantIter (doubleRoot c r) a b (n + 2) - r)
        = 1 / (secantIter (doubleRoot c r) a b n - r)
          + 1 / (secantIter (doubleRoot c r) a b (n + 1) - r) :=
      secantStep_doubleRoot hc h0 h1 hne
    have p0 := one_div_pos.mpr (sub_pos.mpr h0)
    have p1 := one_div_pos.mpr (sub_pos.mpr h1)
    refine ⟨h1, ?_, ?_⟩
    · exact sub_pos.mp (one_div_pos.mp (lt_of_lt_of_eq (add_pos p0 p1) h.symm))
    · intro he
      have he' : secantIter (doubleRoot c r) a b (n + 1)
          = secantIter (doubleRoot c r) a b (n + 2) := he
      rw [← he'] at h
      linarith

/-- For `c ≠ 0` and distinct starting points to the right of the double root, the reciprocal
errors obey the Fibonacci recurrence. -/
theorem secant_recip_rec (hc : c ≠ 0) (ha : r < a) (hb : r < b) (hab : a ≠ b) (n : ℕ) :
    1 / (secantIter (doubleRoot c r) a b (n + 2) - r)
      = 1 / (secantIter (doubleRoot c r) a b n - r)
        + 1 / (secantIter (doubleRoot c r) a b (n + 1) - r) := by
  obtain ⟨h0, h1, hne⟩ := secantIter_admissible hc ha hb hab n
  exact secantStep_doubleRoot hc h0 h1 hne

/-- For `c ≠ 0` and distinct starting points to the right of the double root, each reciprocal
error is a Fibonacci combination of the two initial ones. -/
theorem secant_error_fib (hc : c ≠ 0) (ha : r < a) (hb : r < b) (hab : a ≠ b) (n : ℕ) :
    1 / (secantIter (doubleRoot c r) a b (n + 1) - r)
      = (Nat.fib n : ℝ) / (a - r) + (Nat.fib (n + 1) : ℝ) / (b - r) := by
  induction n using Nat.twoStepInduction with
  | zero => simp [secantIter]
  | one =>
    have h : 1 / (secantIter (doubleRoot c r) a b (1 + 1) - r)
        = 1 / (a - r) + 1 / (b - r) := secant_recip_rec hc ha hb hab 0
    rw [h]
    simp
  | more n ih0 ih1 =>
    have h : 1 / (secantIter (doubleRoot c r) a b (n + 2 + 1) - r)
        = 1 / (secantIter (doubleRoot c r) a b (n + 1) - r)
          + 1 / (secantIter (doubleRoot c r) a b (n + 1 + 1) - r) :=
      secant_recip_rec hc ha hb hab (n + 1)
    have e1 : (Nat.fib (n + 2) : ℝ) = Nat.fib n + Nat.fib (n + 1) := by
      rw [← Nat.cast_add]
      exact congrArg (Nat.cast (R := ℝ)) (Nat.fib_add_two (n := n))
    have e2 : (Nat.fib (n + 2 + 1) : ℝ) = Nat.fib (n + 1) + Nat.fib (n + 1 + 1) := by
      rw [← Nat.cast_add]
      exact congrArg (Nat.cast (R := ℝ)) (Nat.fib_add_two (n := n + 1))
    linear_combination h + ih0 + ih1 - e1 / (a - r) - e2 / (b - r)

/-- If three successive positive errors `p`, `q`, `s` have reciprocals that add, the distance of
the error ratio from the inverse golden ratio shrinks at least by that same factor. -/
theorem ratio_contraction {p q s : ℝ} (hp : 0 < p) (hq : 0 < q) (hs : 0 < s)
    (h : 1 / s = 1 / p + 1 / q) :
    |s / q - Real.goldenRatio⁻¹| ≤ Real.goldenRatio⁻¹ * |q / p - Real.goldenRatio⁻¹| := by
  have hφ : 0 < Real.goldenRatio := Real.goldenRatio_pos
  have hg0 : 0 < Real.goldenRatio⁻¹ := inv_pos.mpr hφ
  have T : Real.goldenRatio⁻¹ * Real.goldenRatio = 1 := inv_mul_cancel₀ hφ.ne'
  have S := Real.goldenRatio_sq
  generalize Real.goldenRatio⁻¹ = g at hg0 T ⊢
  have G : g ^ 2 + g = 1 := by
    linear_combination -g ^ 2 * S + (g * Real.goldenRatio + 1 - g) * T
  -- the ratios obey `y (1 + x) = 1`
  have R : s / q * (1 + q / p) = 1 := by
    have h1 : q * (1 / q) = 1 := mul_one_div_cancel hq.ne'
    have h2 : s * (1 / s) = 1 := mul_one_div_cancel hs.ne'
    rw [h] at h2
    linear_combination h2 + s / p * h1
  have hx : 0 < q / p := div_pos hq hp
  have hy : 0 < s / q := div_pos hs hq
  generalize s / q = y at R hy ⊢
  generalize q / p = x at R hx ⊢
  have hy1 : y ≤ 1 := by nlinarith [mul_pos hy hx]
  have e : y - g = -(y * (g * (x - g))) := by linear_combination g * R - y * G
  rw [e, abs_neg, abs_mul, abs_mul, abs_of_pos hy, abs_of_pos hg0]
  exact mul_le_of_le_one_left (by positivity) hy1

/-- For `c ≠ 0` and distinct starting points to the right of the double root, the error ratio
approaches the inverse golden ratio at least geometrically. -/
theorem secant_ratio_bound (hc : c ≠ 0) (ha : r < a) (hb : r < b) (hab : a ≠ b) (n : ℕ) :
    |(secantIter (doubleRoot c r) a b (n + 1) - r) / (secantIter (doubleRoot c r) a b n - r)
        - Real.goldenRatio⁻¹|
      ≤ Real.goldenRatio⁻¹ ^ n * |(b - r) / (a - r) - Real.goldenRatio⁻¹| := by
  induction n with
  | zero => simp [secantIter]
  | succ n ih =>
    obtain ⟨h0, h1, -⟩ := secantIter_admissible hc ha hb hab n
    obtain ⟨-, h2, -⟩ := secantIter_admissible hc ha hb hab (n + 1)
    have hg : 0 ≤ Real.goldenRatio⁻¹ := (inv_pos.mpr Real.goldenRatio_pos).le
    refine (ratio_contraction (sub_pos.mpr h0) (sub_pos.mpr h1) (sub_pos.mpr h2)
      (secant_recip_rec hc ha hb hab n)).trans ?_
    rw [pow_succ', mul_assoc]
    exact mul_le_mul_of_nonneg_left ih hg

/-- For the quadratic `c (x - r)²` with `c ≠ 0` and distinct starting points to the right of its
double root, the ratio of successive secant errors tends to the inverse golden ratio. -/
theorem secant_ratio_tendsto (hc : c ≠ 0) (ha : r < a) (hb : r < b) (hab : a ≠ b) :
    Tendsto (fun n => (secantIter (doubleRoot c r) a b (n + 1) - r)
      / (secantIter (doubleRoot c r) a b n - r)) atTop (𝓝 Real.goldenRatio⁻¹) := by
  have hg : 0 ≤ Real.goldenRatio⁻¹ := (inv_pos.mpr Real.goldenRatio_pos).le
  have hg1 : Real.goldenRatio⁻¹ < 1 := inv_lt_one_of_one_lt₀ Real.one_lt_goldenRatio
  have lim := (tendsto_pow_atTop_nhds_zero_of_lt_one hg hg1).mul_const
    |(b - r) / (a - r) - Real.goldenRatio⁻¹|
  rw [zero_mul] at lim
  exact tendsto_iff_norm_sub_tendsto_zero.mpr
    (squeeze_zero (fun n => norm_nonneg _) (secant_ratio_bound hc ha hb hab) lim)

/-- For `c ≠ 0` and distinct starting points to the right of the double root, the secant
iterates converge to it. -/
theorem secant_tendsto_root (hc : c ≠ 0) (ha : r < a) (hb : r < b) (hab : a ≠ b) :
    Tendsto (secantIter (doubleRoot c r) a b) atTop (𝓝 r) := by
  have hpos := fun n => sub_pos.mpr (secantIter_admissible hc ha hb hab n).1
  -- ratio test for the errors
  have hsum : Summable (fun n => secantIter (doubleRoot c r) a b n - r) := by
    refine summable_of_ratio_test_tendsto_lt_one
      (inv_lt_one_of_one_lt₀ Real.one_lt_goldenRatio)
      (Eventually.of_forall fun n => (hpos n).ne') ?_
    refine (secant_ratio_tendsto hc ha hb hab).congr fun n => ?_
    rw [Real.norm_of_nonneg (hpos (n + 1)).le, Real.norm_of_nonneg (hpos n).le]
  exact tendsto_sub_nhds_zero_iff.mp hsum.tendsto_atTop_zero

/-- For `f(x) = x²` with starting points `1` and `1/2`, the secant iterates are the reciprocal
Fibonacci numbers `1 / Fib(n+2)`. -/
theorem secant_sq_eq_fib (n : ℕ) :
    secantIter (fun x => x ^ 2) 1 (1 / 2) n = 1 / (Nat.fib (n + 2) : ℝ) := by
  have hf : (fun x : ℝ => x ^ 2) = doubleRoot 1 0 := by
    funext x
    simp [doubleRoot]
  rw [hf]
  cases n with
  | zero => simp [secantIter]
  | succ n =>
    have h := secant_error_fib (c := 1) (r := 0) (a := 1) (b := 1 / 2)
      one_ne_zero (by norm_num) (by norm_num) (by norm_num) n
    have e : Nat.fib (n + 1 + 2) = Nat.fib n + 2 * Nat.fib (n + 1) := by
      have h1 : Nat.fib (n + 2) = Nat.fib n + Nat.fib (n + 1) := Nat.fib_add_two
      have h2 : Nat.fib (n + 1 + 2) = Nat.fib (n + 1) + Nat.fib (n + 2) := Nat.fib_add_two
      omega
    have h' : 1 / secantIter (doubleRoot 1 0) 1 (1 / 2) (n + 1)
        = (Nat.fib (n + 1 + 2) : ℝ) := by
      rw [e]
      push_cast
      linear_combination h
    rw [← h', one_div_one_div]

/-- For `f(x) = x²` with starting points `1` and `1/2`, the ratio of successive secant iterates
tends to the inverse golden ratio. -/
theorem secant_sq_ratio_tendsto :
    Tendsto (fun n => secantIter (fun x => x ^ 2) 1 (1 / 2) (n + 1)
      / secantIter (fun x => x ^ 2) 1 (1 / 2) n) atTop (𝓝 Real.goldenRatio⁻¹) := by
  have hf : (fun x : ℝ => x ^ 2) = doubleRoot 1 0 := by
    funext x
    simp [doubleRoot]
  have h := secant_ratio_tendsto (c := 1) (r := 0) (a := 1) (b := 1 / 2)
    one_ne_zero (by norm_num) (by norm_num) (by norm_num)
  rw [hf]
  simpa only [sub_zero] using h

end

end SecantDoubleRoot
```

```lean
#print axioms SecantDoubleRoot.secant_ratio_tendsto
#print axioms SecantDoubleRoot.secant_tendsto_root
#print axioms SecantDoubleRoot.secant_sq_eq_fib
#print axioms SecantDoubleRoot.secant_sq_ratio_tendsto
```

```
'SecantDoubleRoot.secant_ratio_tendsto' depends on axioms: [propext, Classical.choice, Quot.sound]
'SecantDoubleRoot.secant_tendsto_root' depends on axioms: [propext, Classical.choice, Quot.sound]
'SecantDoubleRoot.secant_sq_eq_fib' depends on axioms: [propext, Classical.choice, Quot.sound]
'SecantDoubleRoot.secant_sq_ratio_tendsto' depends on axioms: [propext, Classical.choice, Quot.sound]
```

## From one secant step to all iterates

`secantStep_doubleRoot` is the calculation for a single step. Its `p` and `q` are points, so the errors appear as `p - r` and `q - r`. The fact `hfac` factorises the denominator, `hD` shows that it is nonzero, and `key` cancels the common factor $c(q-p)$. Then `hs` gives the new error as the product of the old errors over their sum, and the last lines take the reciprocal.

`secantIter_admissible` carries three facts through the induction: two successive iterates lie to the right of $r$, and they differ. Positivity of the new error follows from the positive sum of reciprocals. If the new iterate equalled the previous one, the recurrence would force $1/e_n=0$, which `linarith` refutes. Lean assigns the value 0 to a division by zero, and this lemma ensures that no secant step considered here relies on that convention.

`secant_recip_rec` combines the two lemmas into the recurrence for all $n$. `secant_error_fib` solves it by two-step induction: `linear_combination` adds the two preceding cases and uses the Fibonacci recurrence for both coefficients.

## From the contraction to the limits

In `ratio_contraction` the letters `p`, `q`, `s` denote errors, as in the derivation above. `G` is $g^2+g=1$, and `R` is the ratio map in the form $y(1+x)=1$, with $x=q/p$ and $y=s/q$. The identity `e` is the subtraction formula, and `hy1` supplies $y\le1$. Taking absolute values gives the contraction.

`secant_ratio_bound` iterates it by induction, with equality at $n=0$. `secant_ratio_tendsto` squeezes the distance between zero and a geometric sequence. `secant_tendsto_root` applies the ratio test to the errors and uses the fact that the terms of a convergent series tend to zero.

The last two theorems identify $x^2$ with `doubleRoot 1 0`. `secant_sq_eq_fib` treats $n=0$ separately and obtains the later iterates from `secant_error_fib`, with `omega` proving $F_{n+3}=F_n+2F_{n+1}$. `secant_sq_ratio_tendsto` specialises the general limit; because $r=0$, the iterates are themselves the errors.
